# Exchange energy $-3k_F/(4\pi)$ per electron in the three-dimensional unpolarised electron gas (atomic units)

In an unpolarised uniform electron gas with Fermi wavevector $k_F>0$, described by a single determinant of plane waves, the Coulomb energy of an electron with its exchange hole is $-3k_F/(4\pi)$ hartree, with the factor $1/2$ for pair counting included. The number rests on one integral,

$$\int_0^\infty \frac{j_1(y)^2}{y}\,dy=\frac14,\qquad j_1(y)=\frac{\sin y-y\cos y}{y^2},$$

which follows from the derivative of $j_0^2+j_1^2$, where $j_0(y)=\sin y/y$. Evaluated at the local density, multiplied by that density and integrated over space, this energy per electron gives the exchange energy of the local density approximation for an unpolarised system; correlation is absent from the model.

## The functions and the physical model

```lean
import Mathlib

open Set Filter MeasureTheory
open scoped Topology Real

namespace ExchangeHoleEnergy

noncomputable section
```

The file loads the mathematical library Mathlib and opens some of its notation, including `π`. A `def` below introduces an object; a `theorem` makes a statement about such objects, and its proof follows the symbol `:=`.

```lean
/-- The spherical Bessel function `j0 y = sin y / y`, with value 1 at the origin. -/
def j0 (y : ℝ) : ℝ := Real.sinc y
```

This is $j_0$, a function from real numbers to real numbers. Mathlib's `Real.sinc` equals $\sin y/y$ away from the origin and 1 at the origin.

```lean
/-- The spherical Bessel function `j1 y = (sin y - y cos y) / y ^ 2`. -/
def j1 (y : ℝ) : ℝ := (Real.sin y - y * Real.cos y) / y ^ 2
```

This is $j_1$, written as the explicit quotient. Lean sets $0/0=0$, so `j1 0` is 0, which is also the limit of $j_1(y)$ as $y\to0$.

```lean
/-- The sum of squares `j0 ^ 2 + j1 ^ 2`. -/
def besselSq (y : ℝ) : ℝ := j0 y ^ 2 + j1 y ^ 2
```

The sum $j_0^2+j_1^2$ gets a name because it serves as the antiderivative in the main integral.

```lean
/-- One-particle density matrix of the unpolarised electron gas at separation `r`:
the plane waves of both spins summed over the Fermi sphere, after the angular integration. -/
def densityMatrix (kF r : ℝ) : ℝ := 1 / π ^ 2 * ∫ k in (0 : ℝ)..kF, k ^ 2 * j0 (k * r)
```

The one-particle density matrix at separation $r$ sums plane waves over the Fermi sphere, with a factor 2 for spin:

$$\gamma(r)=\frac{2}{(2\pi)^3}\int_{|\mathbf k|<k_F}e^{i\mathbf k\cdot\mathbf r}\,d^3k
=\frac1{\pi^2}\int_0^{k_F}k^2 j_0(kr)\,dk .$$

The angular average of the plane wave is $j_0(kr)$, and $2\cdot4\pi/(2\pi)^3=1/\pi^2$. The Lean definition starts from the right-hand form, already in the limit of infinite volume.

```lean
/-- The electron density, the density matrix at zero separation. -/
def density (kF : ℝ) : ℝ := densityMatrix kF 0
```

The density is $n=\gamma(0)$.

```lean
/-- The exchange hole at distance `r` from an electron. -/
def exchangeHole (kF r : ℝ) : ℝ := -(densityMatrix kF r) ^ 2 / (2 * density kF)
```

The exchange hole is $h(r)=-\gamma(r)^2/(2n)$. This form is adopted as a definition. It stands for the depletion of same-spin electrons that antisymmetry produces in a single determinant, and the 2 in the denominator appears because only half of the electrons share the spin of the reference electron.

```lean
/-- Coulomb energy, per unit radius, of an electron with the shell of its exchange hole at
distance `r` (atomic units, with the factor 1/2 for pair counting). -/
def shellEnergy (kF r : ℝ) : ℝ := 1 / 2 * (exchangeHole kF r / r) * (4 * π * r ^ 2)
```

A shell of radius $r$ has area $4\pi r^2$, and the Coulomb interaction in atomic units is $1/r$. The energy per unit radius is therefore

$$\varepsilon(r)=\frac12\,\frac{h(r)}{r}\,4\pi r^2 .$$

```lean
/-- Coulomb energy per electron of the electrons with their exchange holes. -/
def exchangeEnergy (kF : ℝ) : ℝ := ∫ r in Ioi (0 : ℝ), shellEnergy kF r
```

`Ioi 0` is the open interval $(0,\infty)$, so the energy per electron is $\int_0^\infty\varepsilon(r)\,dr$.

## The integral of $j_1^2/y$

```lean
/-- For `y > 0` the derivative of `j0 ^ 2 + j1 ^ 2` is `-4 j1 ^ 2 / y`. -/
theorem hasDerivAt_besselSq {y : ℝ} (hy : 0 < y) :
    HasDerivAt besselSq (-4 * (j1 y ^ 2 / y)) y := by
  have hy0 : y ≠ 0 := hy.ne'
  have hsq : ∀ {f : ℝ → ℝ} {f' : ℝ}, HasDerivAt f f' y →
      HasDerivAt (fun x => f x ^ 2) (2 * f y * f') y := by
    intro f f' h
    simpa using h.fun_pow 2
  -- j0' = -j1
  have h0 : HasDerivAt j0 (-j1 y) y := by
    have h := (Real.hasDerivAt_sin y).fun_div (hasDerivAt_id' y) hy0
    have e : j0 =ᶠ[𝓝 y] fun x => Real.sin x / x := by
      filter_upwards [eventually_ne_nhds hy0] with x hx
      exact Real.sinc_of_ne_zero hx
    refine (h.congr_of_eventuallyEq e).congr_deriv ?_
    simp only [j1]
    ring
  -- j1' = j0 - 2 j1 / y
  have h1 : HasDerivAt j1 (j0 y - 2 * j1 y / y) y := by
    have hp : HasDerivAt (fun x : ℝ => x ^ 2) (2 * y) y := by
      simpa using hasDerivAt_pow 2 y
    have h : HasDerivAt j1 _ y := ((Real.hasDerivAt_sin y).fun_sub
      ((hasDerivAt_id' y).fun_mul (Real.hasDerivAt_cos y))).fun_div hp (pow_ne_zero 2 hy0)
    refine h.congr_deriv ?_
    rw [j0, Real.sinc_of_ne_zero hy0, j1]
    field_simp
    ring
  have h : HasDerivAt besselSq _ y := (hsq h0).fun_add (hsq h1)
  refine h.congr_deriv ?_
  ring
```

`HasDerivAt f f' y` says that $f$ is differentiable at $y$ with derivative $f'$. The theorem reads: for $y>0$,

$$\frac{d}{dy}\left(j_0^2+j_1^2\right)=-\frac{4j_1^2}{y}.$$

By hand, the quotient rule gives

$$j_0'=\frac{\cos y}{y}-\frac{\sin y}{y^2}=-j_1 .$$

The numerator of $j_1$ has derivative $\cos y-\cos y+y\sin y=y\sin y$, so

$$j_1'=\frac{y\sin y}{y^2}-\frac{2(\sin y-y\cos y)}{y^3}=j_0-\frac{2j_1}{y}.$$

Then $2j_0j_0'+2j_1j_1'=-2j_0j_1+2j_1j_0-4j_1^2/y$, and the cross terms cancel.

The proof has the same shape. The steps `h0` and `h1` are the two derivatives, and `hsq` is the chain rule for a square. The tactic `field_simp` clears denominators, and `ring` checks the remaining algebraic identity.

```lean
/-- `j0 ^ 2 + j1 ^ 2` is continuous from the right at the origin and vanishes at infinity. -/
theorem besselSq_limits :
    ContinuousWithinAt besselSq (Ici 0) 0 ∧ Tendsto besselSq atTop (𝓝 0) := by
  constructor
  · have h1 : ContinuousWithinAt j1 (Ici 0) 0 := by
      have hz : j1 0 = 0 := by simp [j1]
      have hlim : Tendsto (fun y : ℝ => y) (𝓝[≥] 0) (𝓝 0) :=
        tendsto_id.mono_left nhdsWithin_le_nhds
      unfold ContinuousWithinAt
      rw [hz]
      refine squeeze_zero_norm' ?_ hlim
      -- |j1 y| ≤ y for y ≥ 0
      filter_upwards [self_mem_nhdsWithin] with y hy
      rcases eq_or_lt_of_le (show (0 : ℝ) ≤ y from hy) with h | h
      · rw [← h, hz]
        simp
      · have hs := Real.sin_gt_sub_cube h
        have hs' := Real.sin_le h.le
        have hc := mul_le_mul_of_nonneg_left (Real.one_sub_sq_div_two_le_cos (x := y)) h.le
        have hc' := mul_le_mul_of_nonneg_left (Real.cos_le_one y) h.le
        rw [Real.norm_eq_abs, j1, abs_div, abs_of_pos (pow_pos h 2),
          div_le_iff₀ (pow_pos h 2), abs_le]
        constructor <;> nlinarith [pow_pos h 3]
    exact (Real.continuous_sinc.continuousWithinAt.pow 2).add (h1.pow 2)
  · have hl : Tendsto (fun y : ℝ => 2 / y) atTop (𝓝 0) :=
      tendsto_const_nhds.div_atTop tendsto_id
    -- both functions are bounded by 2 / y
    have h0 : Tendsto j0 atTop (𝓝 0) := by
      refine squeeze_zero_norm' ?_ hl
      filter_upwards [eventually_ge_atTop 1] with y hy
      have h : 0 < y := by linarith
      have hs : |Real.sin y| ≤ 2 := by linarith [Real.abs_sin_le_one y]
      rw [Real.norm_eq_abs, j0, Real.sinc_of_ne_zero h.ne', abs_div, abs_of_pos h]
      gcongr
    have h1 : Tendsto j1 atTop (𝓝 0) := by
      refine squeeze_zero_norm' ?_ hl
      filter_upwards [eventually_ge_atTop 1] with y hy
      have h : 0 < y := by linarith
      have hb : |Real.sin y - y * Real.cos y| ≤ 2 * y := by
        have c1 := mul_le_mul_of_nonneg_left (Real.cos_le_one y) h.le
        have c2 := mul_le_mul_of_nonneg_left (Real.neg_one_le_cos y) h.le
        rw [abs_le]
        constructor <;> linarith [Real.sin_le_one y, Real.neg_one_le_sin y]
      rw [Real.norm_eq_abs, j1, abs_div, abs_of_pos (pow_pos h 2),
        div_le_div_iff₀ (pow_pos h 2) h]
      nlinarith [mul_le_mul_of_nonneg_right hb h.le]
    have h : Tendsto besselSq atTop (𝓝 (0 ^ 2 + 0 ^ 2)) := (h0.pow 2).add (h1.pow 2)
    simpa using h
```

The two halves, joined by `∧` ("and"), say that $j_0^2+j_1^2$ is continuous from the right at 0 and tends to 0 at infinity.

Near the origin, $j_0$ is continuous and only $j_1$ needs work. For $y>0$ we have $y-y^3/6\le\sin y\le y$ and $1-y^2/2\le\cos y\le1$, hence

$$-\frac{y^3}{6}\le \sin y-y\cos y\le\frac{y^3}{2},$$

and so $|j_1(y)|\le y\to0$. For $y\ge1$,

$$|j_0(y)|\le\frac1y\le\frac2y,\qquad |j_1(y)|\le\frac{1+y}{y^2}\le\frac2y .$$

Lean squeezes the functions between these bounds with `squeeze_zero_norm'`. The tactics `linarith` and `nlinarith` combine the inequalities.

```lean
/-- The function `j1 ^ 2 / y` is integrable on `(0, ∞)` and its integral is `1 / 4`. -/
theorem integral_j1_sq_div :
    IntegrableOn (fun y => j1 y ^ 2 / y) (Ioi 0) ∧
      ∫ y in Ioi (0 : ℝ), j1 y ^ 2 / y = 1 / 4 := by
  have hd : ∀ y ∈ Ioi (0 : ℝ), HasDerivAt besselSq (-4 * (j1 y ^ 2 / y)) y :=
    fun y hy => hasDerivAt_besselSq hy
  have hn : ∀ y ∈ Ioi (0 : ℝ), -4 * (j1 y ^ 2 / y) ≤ 0 := by
    intro y hy
    have h : 0 ≤ j1 y ^ 2 / y := div_nonneg (sq_nonneg _) (le_of_lt hy)
    linarith
  constructor
  · have h := integrableOn_Ioi_deriv_of_nonpos besselSq_limits.1 hd hn besselSq_limits.2
    have e : (fun y => j1 y ^ 2 / y) = fun y => (-1 / 4) * (-4 * (j1 y ^ 2 / y)) := by
      funext y
      ring
    rw [e]
    exact Integrable.const_mul h _
  · have h := integral_Ioi_of_hasDerivAt_of_nonpos besselSq_limits.1 hd hn besselSq_limits.2
    have hz : besselSq 0 = 1 := by simp [besselSq, j0, j1]
    rw [integral_const_mul, hz] at h
    linarith
```

The first half of the statement is that $j_1^2/y$ is integrable on $(0,\infty)$; the second is that its integral is $1/4$. By the fundamental theorem of calculus,

$$-4\int_0^\infty\frac{j_1^2}{y}\,dy=\lim_{y\to\infty}(j_0^2+j_1^2)-(j_0^2+j_1^2)(0)=0-1 .$$

Convergence comes from the sign. The derivative is never positive (`hn`), so its integral up to any finite point changes monotonically and is controlled by the two end values. Mathlib has this argument as one lemma for integrability and another for the value, and the proof applies each once.

## From the Fermi sphere to the hole

```lean
/-- The density matrix at separation `r > 0` is `kF ^ 2 j1 (kF r) / (π ^ 2 r)`. -/
theorem densityMatrix_eq {kF r : ℝ} (hk : 0 < kF) (hr : 0 < r) :
    densityMatrix kF r = kF ^ 2 * j1 (kF * r) / (π ^ 2 * r) := by
  have hd : ∀ k : ℝ, HasDerivAt
      (fun k => (Real.sin (k * r) - k * r * Real.cos (k * r)) / r ^ 3)
      (k ^ 2 * j0 (k * r)) k := by
    intro k
    have hl : HasDerivAt (fun k : ℝ => k * r) r k := by
      simpa using (hasDerivAt_id' k).mul_const r
    refine ((hl.sin.fun_sub (hl.fun_mul hl.cos)).div_const (r ^ 3)).congr_deriv ?_
    rcases eq_or_ne k 0 with h | h
    · simp [h]
    · rw [j0, Real.sinc_of_ne_zero (mul_ne_zero h hr.ne')]
      field_simp
      ring
  have hc : Continuous (fun k : ℝ => k ^ 2 * j0 (k * r)) :=
    (continuous_pow 2).mul (Real.continuous_sinc.comp (continuous_id.mul continuous_const))
  have h := intervalIntegral.integral_eq_sub_of_hasDerivAt (fun k _ => hd k)
    (hc.intervalIntegrable 0 kF)
  have hpi := Real.pi_ne_zero
  rw [densityMatrix, h, j1]
  simp only [zero_mul, Real.sin_zero, sub_zero, zero_div]
  field_simp
```

The arguments `hk` and `hr` are the hypotheses $k_F>0$ and $r>0$. Under them,

$$\gamma(r)=\frac{k_F^2\,j_1(k_Fr)}{\pi^2r}.$$

By hand, $k^2j_0(kr)=k\sin(kr)/r$, which is the $k$-derivative of $[\sin(kr)-kr\cos(kr)]/r^3$. This antiderivative vanishes at $k=0$, so

$$\gamma(r)=\frac{\sin(k_Fr)-k_Fr\cos(k_Fr)}{\pi^2r^3},$$

and the numerator is $(k_Fr)^2j_1(k_Fr)$. In Lean, `hd` verifies the antiderivative, treating $k=0$ separately, and `h` evaluates the integral between the limits.

```lean
/-- The electron density is `kF ^ 3 / (3 π ^ 2)`. -/
theorem density_eq (kF : ℝ) : density kF = kF ^ 3 / (3 * π ^ 2) := by
  have h : ∫ k in (0 : ℝ)..kF, k ^ 2 * j0 (k * 0) = kF ^ 3 / 3 := by
    norm_num [j0, integral_pow]
  rw [density, densityMatrix, h]
  ring
```

At $r=0$ the factor $j_0$ is 1, so

$$n=\frac1{\pi^2}\int_0^{k_F}k^2\,dk=\frac{k_F^3}{3\pi^2}.$$

```lean
/-- For `kF > 0` and `r > 0` the exchange hole is `-(9/2) n (j1 x / x) ^ 2`, with `x = kF r` and `n`
the density. -/
theorem exchangeHole_eq {kF r : ℝ} (hk : 0 < kF) (hr : 0 < r) :
    exchangeHole kF r = -(9 / 2) * density kF * (j1 (kF * r) / (kF * r)) ^ 2 := by
  have hpi := Real.pi_ne_zero
  rw [exchangeHole, densityMatrix_eq hk hr, density_eq]
  generalize j1 (kF * r) = J
  field_simp
  ring
```

With $x=k_Fr$, the two previous results combine to $\gamma=3n\,j_1(x)/x$. Therefore

$$h(r)=-\frac{\gamma^2}{2n}=-\frac92\,n\left(\frac{j_1(x)}{x}\right)^2 .$$

The proof substitutes both formulas, replaces $j_1(k_Fr)$ by a plain letter `J`, and leaves the algebra to `field_simp` and `ring`.

## The energy per electron

```lean
/-- The energy per unit radius is `-(3 kF ^ 2 / π) j1 x ^ 2 / x` with `x = kF r`. -/
theorem shellEnergy_eq {kF r : ℝ} (hk : 0 < kF) (hr : 0 < r) :
    shellEnergy kF r = -(3 * kF ^ 2 / π) * (j1 (kF * r) ^ 2 / (kF * r)) := by
  have hpi := Real.pi_ne_zero
  rw [shellEnergy, exchangeHole_eq hk hr, density_eq]
  generalize j1 (kF * r) = J
  field_simp
  ring
```

Inserting the hole into the shell energy gives

$$\varepsilon(r)=2\pi r\,h(r)=-9\pi n\,r\,\frac{j_1(x)^2}{x^2}
=-\frac{3k_F^3r}{\pi}\,\frac{j_1(x)^2}{x^2}
=-\frac{3k_F^2}{\pi}\,\frac{j_1(x)^2}{x}.$$

The last step uses $k_Fr=x$. The integrand of the main integral has now appeared.

```lean
/-- The Coulomb energy per electron with the exchange hole is `-3 kF / (4 π)`. -/
theorem exchangeEnergy_eq {kF : ℝ} (hk : 0 < kF) :
    exchangeEnergy kF = -(3 * kF / (4 * π)) := by
  have hpi := Real.pi_ne_zero
  have e1 : ∫ r in Ioi (0 : ℝ), shellEnergy kF r =
      ∫ r in Ioi (0 : ℝ), -(3 * kF ^ 2 / π) * (j1 (kF * r) ^ 2 / (kF * r)) :=
    setIntegral_congr_fun measurableSet_Ioi fun r hr => shellEnergy_eq hk hr
  -- rescale to y = kF r
  have e2 : ∫ r in Ioi (0 : ℝ), j1 (kF * r) ^ 2 / (kF * r) = kF⁻¹ * (1 / 4) := by
    have h := integral_comp_mul_left_Ioi (fun y => j1 y ^ 2 / y) 0 hk
    simpa only [mul_zero, smul_eq_mul, integral_j1_sq_div.2] using h
  rw [exchangeEnergy, e1, integral_const_mul, e2]
  field_simp

end

end ExchangeHoleEnergy
```

For every $k_F>0$, substituting $y=k_Fr$, $dr=dy/k_F$, gives

$$\int_0^\infty\varepsilon(r)\,dr=-\frac{3k_F^2}{\pi}\cdot\frac1{k_F}\int_0^\infty\frac{j_1(y)^2}{y}\,dy
=-\frac{3k_F^2}{\pi}\cdot\frac{1}{4k_F}=-\frac{3k_F}{4\pi}.$$

The step `e1` replaces the integrand by its closed form, and `e2` performs the change of variable and inserts the value $1/4$. The theorem concerns only the exchange energy per electron, integrated over all radii: neither the energy within a finite radius nor the total charge of the hole is treated in the file.

```lean
#print axioms ExchangeHoleEnergy.exchangeEnergy_eq
```

```
'ExchangeHoleEnergy.exchangeEnergy_eq' depends on axioms: [propext, Classical.choice, Quot.sound]
```

## Numbers for $k_F=1$

Take $k_F=1$ in atomic units. The density is $n=1/(3\pi^2)\approx0.0338$. At separation $r=\pi$ we have $x=\pi$, where $\sin x=0$ and $\cos x=-1$, so $j_1(\pi)=\pi/\pi^2=1/\pi$. The hole there is

$$h(\pi)=-\frac92\,n\,\frac1{\pi^4}\approx-0.046\,n\approx-0.0016,$$

compared with $-n/2\approx-0.0169$ in the limit $r\to0$, where $j_1(x)/x\to1/3$. The energy per electron is $-3/(4\pi)\approx-0.239$ hartree.

## Starting from the three-dimensional integral

The density matrix could have been defined by the integral of $e^{i\mathbf k\cdot\mathbf r}$ over the Fermi ball, with $\mathbf k$ and $\mathbf r$ as vectors. The angular integration, which here is part of the definition, would then become a theorem to prove, and $\gamma$ would start out as a complex-valued function of a vector. The energy would remain $-3k_F/(4\pi)$, and everything from the radial formula onwards would stay as it is.
